# For real orthogonal Q with Q + 1 invertible, (Q − 1)(Q + 1)⁻¹ is antisymmetric and the only solution K of (1 − K)Q = 1 + K

Let $Q$ be the real square matrix that mixes a finite set of orthonormal orbitals. The new orbitals are again orthonormal when $Q^TQ = 1$, where $1$ is the identity matrix. Assume also that $Q+1$ is invertible, and define
$$K = (Q-1)(Q+1)^{-1}.$$

I believe that $K$ is antisymmetric, $K^T=-K$, that it satisfies $(1-K)Q = 1+K$, and that no other antisymmetric matrix does. I would like to see this derived rigorously, with a proof that Lean 4 and Mathlib can check. What happens if one of the two assumptions on $Q$ fails?

## The claim holds, and K is unique among all matrices

I call $(1-K)Q=1+K$ the Cayley relation and $K$ the Cayley generator of $Q$. In general this $K$ is not an exponent $X$ in $Q=e^X$; the two-orbital case below shows the difference. I write $A^\dagger$ for the conjugate transpose, which for real matrices is $A^T$, so that the same argument covers real orthogonal and complex unitary $Q$.

The result bears on orbital optimisation in self-consistent field calculations: within a finite orbital set, it says which rotations can be described by an antisymmetric matrix through the Cayley relation. It concerns the parametrisation alone, not the energy or the convergence.

### A linear equation fixes K

Expanding the relation gives $Q-KQ=1+K$. Moving the terms with $K$ to one side gives the equivalent equation
$$K(Q+1)=Q-1.$$

If $Q+1$ is invertible, then $K=(Q-1)(Q+1)^{-1}$ solves this equation, and hence the Cayley relation.

Conversely, let $K$ be any matrix that obeys the relation. Then
$$(1-K)(Q+1)=(1-K)Q+(1-K)=(1+K)+(1-K)=2\cdot 1.$$
So $\tfrac12(1-K)$ is a left inverse of $Q+1$. For finite square matrices a left inverse is also a right inverse, so $Q+1$ is invertible. Multiplying the linear equation by $(Q+1)^{-1}$ from the right gives $K=(Q-1)(Q+1)^{-1}$. Antisymmetry was not used, so uniqueness holds among all matrices.

### Orthogonality of Q becomes antisymmetry of K

The conjugate transpose of the linear equation is $(Q^\dagger+1)K^\dagger=Q^\dagger-1$. With both equations,
$$\begin{aligned}
(Q^\dagger+1)(K^\dagger+K)(Q+1)
&=(Q^\dagger-1)(Q+1)+(Q^\dagger+1)(Q-1)\\
&=2(Q^\dagger Q-1).
\end{aligned}$$
In the last step the terms linear in $Q$ and $Q^\dagger$ cancel.

The outer factors on the left are invertible. Therefore $K^\dagger+K=0$ exactly when $Q^\dagger Q=1$. For real $Q$ this is the antisymmetry in question.

### From K back to a rotation

Now start from a matrix with $K^\dagger=-K$. If $Kv=v$, then
$$v^\dagger v=(Kv)^\dagger v=v^\dagger K^\dagger v=-v^\dagger Kv=-v^\dagger v,$$
so $v=0$. Hence $1-K$ is invertible, and $Q=(1-K)^{-1}(1+K)$, the Cayley transform of $K$, obeys the Cayley relation. By the previous steps $Q$ is unitary, $Q+1$ is invertible, and the inverse transform $(Q-1)(Q+1)^{-1}$ returns $K$.

In the real case, transposition gives $\det(1+K)=\det(1-K)$. Taking determinants in the Cayley relation gives $\det(1-K)\det Q=\det(1+K)$, and since $\det(1-K)\neq0$, it follows that $\det Q=1$.

### Two orbitals mixed by an angle

For a rotation by $2\varphi$ with $\cos\varphi\neq0$, put $t=\tan\varphi$ and
$$Q=\begin{pmatrix}\cos2\varphi&-\sin2\varphi\\ \sin2\varphi&\cos2\varphi\end{pmatrix},\qquad
K=\begin{pmatrix}0&-t\\ t&0\end{pmatrix}.$$
The diagonal entries of the Cayley relation require $\cos2\varphi+t\sin2\varphi=1$. This holds because the left side is $2\cos^2\varphi-1+2\sin^2\varphi$. The off-diagonal entries require $t\cos2\varphi-\sin2\varphi=-t$, which holds because $t(2\cos^2\varphi-1)-2\sin\varphi\cos\varphi=-t$. The generator thus contains the tangent of half the rotation angle, whereas the exponent $X$ can be chosen with the full angle as its entry.

### What fails without each assumption

Take $1\times1$ matrices.

- **Without invertibility of $Q+1$:** $Q=-1$ is orthogonal, but the Cayley relation reads $K-1=1+K$, which has no solution. The $2\times2$ matrix $Q=-1$ fails in the same way although it is a rotation by $\pi$ with determinant one.
- **Without orthogonality:** $Q=2$ has $Q+1=3$ invertible and gives $K=1/3$. The relation holds, since $(2/3)\cdot2=4/3$, but $K$ is not antisymmetric.

### How the Lean statements express the claim

The theorem that answers the question is `inverse_cayley_orthogonal`. Its hypotheses are `Qᵀ * Q = 1`, the preservation of orthonormality, and `IsUnit (Q + 1)`, the invertibility of $Q+1$. Its conclusion has three parts: `cayleyGenerator Q` is antisymmetric, it obeys the Cayley relation, and every real matrix `K` that obeys the relation equals it.

The type `Matrix n n 𝕜` holds square matrices whose rows and columns are labelled by the finite set `n` of orbitals. The class `RCLike 𝕜` lets one proof serve for real and complex entries. The symbols `ᵀ` and `ᴴ` are the transpose and the conjugate transpose. The definition `cayleyGenerator` is $(Q-1)(Q+1)^{-1}$, and `cayleyRotation` is $(1-K)^{-1}(1+K)$. Mathlib assigns the value zero to the inverse of a singular matrix, so these formulas have their intended meaning only where the inverse exists.

The other main statements are these:

- `existsUnique_generator_iff` says that a unitary `Q` has exactly one anti-Hermitian generator if and only if `Q + 1` is invertible. The symbol `∃!` means "there is exactly one".
- `cayleyRotation_spec` starts from an anti-Hermitian `K` and says that its Cayley transform is unitary, that adding the identity to this transform gives an invertible matrix, and that the inverse transform recovers `K`.
- `det_eq_one` says that a real `Q` linked to an antisymmetric `K` has determinant one.
- `two_orbital_generator` gives the $2\times2$ example, including the invertibility of $Q+1$.

The matrices are finite, and the orbitals themselves do not appear, only the matrix that mixes them. Rotations with eigenvalue $-1$ have no Cayley generator, and the file offers no other parametrisation for them.

```lean
import Mathlib

open Matrix
open scoped ComplexOrder

namespace CayleyOrbitalRotation

noncomputable section

variable {n 𝕜 : Type*} [Fintype n] [DecidableEq n] [RCLike 𝕜]

/-- The inverse Cayley transform `(Q - 1)(Q + 1)⁻¹` of an orbital rotation `Q`,
meant for `Q + 1` invertible. -/
def cayleyGenerator (Q : Matrix n n 𝕜) : Matrix n n 𝕜 := (Q - 1) * (Q + 1)⁻¹

/-- The Cayley transform `(1 - K)⁻¹(1 + K)` of a generator `K`,
meant for `1 - K` invertible. -/
def cayleyRotation (K : Matrix n n 𝕜) : Matrix n n 𝕜 := (1 - K)⁻¹ * (1 + K)

/-- The Cayley relation between `K` and `Q` can be rearranged into a linear equation for `K`. -/
theorem relation_iff {K Q : Matrix n n 𝕜} :
    (1 - K) * Q = 1 + K ↔ K * (Q + 1) = Q - 1 := by
  constructor
  · intro h
    calc K * (Q + 1) = Q + K - (1 - K) * Q := by noncomm_ring
      _ = Q + K - (1 + K) := by rw [h]
      _ = Q - 1 := by abel
  · intro h
    calc (1 - K) * Q = Q - K * (Q + 1) + K := by noncomm_ring
      _ = Q - (Q - 1) + K := by rw [h]
      _ = 1 + K := by abel

/-- If `Q + 1` is invertible, the inverse Cayley transform of `Q` obeys the Cayley relation. -/
theorem generator_relation {Q : Matrix n n 𝕜} (hu : IsUnit (Q + 1)) :
    (1 - cayleyGenerator Q) * Q = 1 + cayleyGenerator Q := by
  rw [relation_iff, cayleyGenerator, Matrix.mul_assoc,
    nonsing_inv_mul _ ((isUnit_iff_isUnit_det _).mp hu), Matrix.mul_one]

/-- If any matrix `K` obeys the Cayley relation with `Q`, then `Q + 1` is invertible and
`K` is the inverse Cayley transform of `Q`. -/
theorem generator_unique {K Q : Matrix n n 𝕜} (h : (1 - K) * Q = 1 + K) :
    IsUnit (Q + 1) ∧ K = cayleyGenerator Q := by
  -- the relation makes `(1 - K) / 2` an inverse of `Q + 1`
  have h2 : (1 - K) * (Q + 1) = (2 : 𝕜) • (1 : Matrix n n 𝕜) := by
    calc (1 - K) * (Q + 1) = (1 - K) * Q + (1 - K) := by noncomm_ring
      _ = (1 + K) + (1 - K) := by rw [h]
      _ = (2 : 𝕜) • (1 : Matrix n n 𝕜) := by rw [two_smul]; abel
  have hinv : ((2 : 𝕜)⁻¹ • (1 - K)) * (Q + 1) = 1 := by
    rw [smul_mul_assoc, h2, smul_smul, inv_mul_cancel₀ two_ne_zero, one_smul]
  have hu : IsUnit (Q + 1) := ⟨⟨Q + 1, _, mul_eq_one_comm.mp hinv, hinv⟩, rfl⟩
  refine ⟨hu, ?_⟩
  rw [cayleyGenerator, ← relation_iff.mp h, Matrix.mul_assoc,
    mul_nonsing_inv _ ((isUnit_iff_isUnit_det _).mp hu), Matrix.mul_one]

/-- For matrices linked by the Cayley relation, `Q` is unitary exactly when `K` is
anti-Hermitian. -/
theorem unitary_iff_antiHermitian {K Q : Matrix n n 𝕜} (h : (1 - K) * Q = 1 + K) :
    Qᴴ * Q = 1 ↔ Kᴴ = -K := by
  have hK := relation_iff.mp h
  have hu := (generator_unique h).1
  have hK' : (Qᴴ + 1) * Kᴴ = Qᴴ - 1 := by
    have := congrArg conjTranspose hK
    rwa [conjTranspose_mul, conjTranspose_add, conjTranspose_sub, conjTranspose_one] at this
  have hus : IsUnit (Qᴴ + 1) := by
    have := hu.star
    rwa [star_eq_conjTranspose, conjTranspose_add, conjTranspose_one] at this
  -- the two defects are congruent to each other
  have key : (Qᴴ + 1) * (Kᴴ + K) * (Q + 1) = (2 : 𝕜) • (Qᴴ * Q - 1) := by
    calc (Qᴴ + 1) * (Kᴴ + K) * (Q + 1)
        = ((Qᴴ + 1) * Kᴴ) * (Q + 1) + (Qᴴ + 1) * (K * (Q + 1)) := by noncomm_ring
      _ = (Qᴴ - 1) * (Q + 1) + (Qᴴ + 1) * (Q - 1) := by rw [hK', hK]
      _ = (2 : 𝕜) • (Qᴴ * Q - 1) := by rw [two_smul]; noncomm_ring
  constructor
  · intro hQ
    rw [hQ, sub_self, smul_zero] at key
    exact eq_neg_of_add_eq_zero_left
      (hus.mul_right_eq_zero.mp (hu.mul_left_eq_zero.mp key))
  · intro hA
    rw [hA, neg_add_cancel, mul_zero, zero_mul] at key
    exact sub_eq_zero.mp ((smul_eq_zero.mp key.symm).resolve_left two_ne_zero)

/-- A unitary `Q` has exactly one anti-Hermitian Cayley generator if and only if `Q + 1` is
invertible. -/
theorem existsUnique_generator_iff {Q : Matrix n n 𝕜} (hQ : Qᴴ * Q = 1) :
    (∃! K : Matrix n n 𝕜, Kᴴ = -K ∧ (1 - K) * Q = 1 + K) ↔ IsUnit (Q + 1) := by
  constructor
  · rintro ⟨K, ⟨_, h⟩, _⟩
    exact (generator_unique h).1
  · intro hu
    have h := generator_relation hu
    exact ⟨cayleyGenerator Q, ⟨(unitary_iff_antiHermitian h).mp hQ, h⟩,
      fun K hK => (generator_unique hK.2).2⟩

/-- For a real orthogonal `Q` with `Q + 1` invertible, `(Q - 1)(Q + 1)⁻¹` is antisymmetric,
obeys the Cayley relation, and is the only matrix that does so. -/
theorem inverse_cayley_orthogonal {Q : Matrix n n ℝ} (hQ : Qᵀ * Q = 1)
    (hu : IsUnit (Q + 1)) :
    (cayleyGenerator Q)ᵀ = -cayleyGenerator Q ∧
    (1 - cayleyGenerator Q) * Q = 1 + cayleyGenerator Q ∧
    ∀ K : Matrix n n ℝ, (1 - K) * Q = 1 + K → K = cayleyGenerator Q := by
  have h := generator_relation hu
  have hA := unitary_iff_antiHermitian h
  rw [conjTranspose_eq_transpose_of_trivial, conjTranspose_eq_transpose_of_trivial] at hA
  exact ⟨hA.mp hQ, h, fun K hK => (generator_unique hK).2⟩

/-- For an anti-Hermitian `K` the matrix `1 - K` is invertible. -/
theorem isUnit_one_sub {K : Matrix n n 𝕜} (hK : Kᴴ = -K) : IsUnit (1 - K) := by
  rw [isUnit_iff_isUnit_det, isUnit_iff_ne_zero]
  intro hdet
  obtain ⟨v, hv, h⟩ := exists_mulVec_eq_zero_iff.mpr hdet
  rw [sub_mulVec, one_mulVec, sub_eq_zero] at h
  -- a vector fixed by `K` has a squared norm equal to its own negative
  have e : star v ⬝ᵥ v = -(star v ⬝ᵥ v) := by
    calc star v ⬝ᵥ v = star (K *ᵥ v) ⬝ᵥ v := by rw [← h]
      _ = (star v ᵥ* Kᴴ) ⬝ᵥ v := by rw [star_mulVec]
      _ = -(star v ⬝ᵥ (K *ᵥ v)) := by
        rw [hK, vecMul_neg, neg_dotProduct, ← dotProduct_mulVec]
      _ = -(star v ⬝ᵥ v) := by rw [← h]
  have e2 : 2 * (star v ⬝ᵥ v) = 0 := by linear_combination e
  exact hv (dotProduct_star_self_eq_zero.mp ((mul_eq_zero.mp e2).resolve_left two_ne_zero))

/-- The Cayley transform of an anti-Hermitian `K` is a unitary `Q` with `Q + 1` invertible,
and the inverse Cayley transform recovers `K`. -/
theorem cayleyRotation_spec {K : Matrix n n 𝕜} (hK : Kᴴ = -K) :
    (cayleyRotation K)ᴴ * cayleyRotation K = 1 ∧ IsUnit (cayleyRotation K + 1) ∧
    cayleyGenerator (cayleyRotation K) = K := by
  have h : (1 - K) * cayleyRotation K = 1 + K := by
    rw [cayleyRotation, ← Matrix.mul_assoc,
      mul_nonsing_inv _ ((isUnit_iff_isUnit_det _).mp (isUnit_one_sub hK)), Matrix.one_mul]
  exact ⟨(unitary_iff_antiHermitian h).mpr hK, (generator_unique h).1,
    (generator_unique h).2.symm⟩

/-- A real matrix `Q` linked to an antisymmetric `K` by the Cayley relation has
determinant one. -/
theorem det_eq_one {K Q : Matrix n n ℝ} (hK : Kᵀ = -K) (h : (1 - K) * Q = 1 + K) :
    Q.det = 1 := by
  have hne : (1 - K).det ≠ 0 := by
    have hu : IsUnit (1 - K) :=
      isUnit_one_sub (by rw [conjTranspose_eq_transpose_of_trivial, hK])
    exact ((isUnit_iff_isUnit_det _).mp hu).ne_zero
  have ht : (1 + K).det = (1 - K).det := by
    rw [← det_transpose (1 + K), transpose_add, transpose_one, hK, ← sub_eq_add_neg]
  have hd := congrArg det h
  rw [det_mul, ht] at hd
  exact mul_left_cancel₀ hne (by rw [hd, mul_one])

/-- For the mixing of two real orbitals by the angle `2φ` with `cos φ ≠ 0`, `Q + 1` is
invertible and the Cayley generator has off-diagonal entries `∓ tan φ`. -/
theorem two_orbital_generator {φ : ℝ} (hφ : Real.cos φ ≠ 0) :
    IsUnit (!![Real.cos (2 * φ), -Real.sin (2 * φ);
      Real.sin (2 * φ), Real.cos (2 * φ)] + 1) ∧
    !![0, -Real.tan φ; Real.tan φ, 0] =
      cayleyGenerator !![Real.cos (2 * φ), -Real.sin (2 * φ);
        Real.sin (2 * φ), Real.cos (2 * φ)] := by
  have ht := Real.tan_mul_cos hφ
  have e1 : Real.cos (2 * φ) + Real.tan φ * Real.sin (2 * φ) = 1 := by
    rw [Real.cos_two_mul, Real.sin_two_mul]
    linear_combination 2 * Real.sin φ * ht + 2 * Real.sin_sq_add_cos_sq φ
  have e2 : Real.tan φ * Real.cos (2 * φ) - Real.sin (2 * φ) = -Real.tan φ := by
    rw [Real.cos_two_mul, Real.sin_two_mul]
    linear_combination 2 * Real.cos φ * ht
  -- it suffices to check the Cayley relation entry by entry
  apply generator_unique
  ext i j
  fin_cases i <;> fin_cases j <;> simp [Matrix.mul_apply, Fin.sum_univ_two] <;> linarith

end

end CayleyOrbitalRotation
```

```lean
#print axioms CayleyOrbitalRotation.existsUnique_generator_iff
#print axioms CayleyOrbitalRotation.inverse_cayley_orthogonal
#print axioms CayleyOrbitalRotation.det_eq_one
#print axioms CayleyOrbitalRotation.two_orbital_generator
```

```
'CayleyOrbitalRotation.existsUnique_generator_iff' depends on axioms: [propext, Classical.choice, Quot.sound]
'CayleyOrbitalRotation.inverse_cayley_orthogonal' depends on axioms: [propext, Classical.choice, Quot.sound]
'CayleyOrbitalRotation.det_eq_one' depends on axioms: [propext, Classical.choice, Quot.sound]
'CayleyOrbitalRotation.two_orbital_generator' depends on axioms: [propext, Classical.choice, Quot.sound]
```

### How the proof follows the algebra

**The linear equation.** `relation_iff` proves both directions of the rearrangement. The tactic `noncomm_ring` expands products while keeping the order of the factors, `rw [h]` inserts the assumed equation, and `abel` collects the sums. `generator_relation` then inserts the formula for $K$ and cancels $(Q+1)^{-1}(Q+1)$.

**Uniqueness.** In `generator_unique`, the step `h2` is the identity $(1-K)(Q+1)=2\cdot1$, and `hinv` divides it by two. The lemma `mul_eq_one_comm` turns the left inverse into a two-sided one, which gives `hu`, the invertibility of $Q+1$. The last rewrite replaces $Q-1$ by $K(Q+1)$ in the definition of the generator and cancels.

**Antisymmetry.** In `unitary_iff_antiHermitian`, `hK'` is the conjugate transpose of the linear equation, and `hus` says that $Q^\dagger+1$ is invertible. The step `key` is the identity that links $K^\dagger+K$ to $Q^\dagger Q-1$. If $Q$ is unitary, its right side vanishes and the two invertible factors are removed from the left side. If $K$ is anti-Hermitian, the left side vanishes and the factor two is removed from the right.

**The theorems about Q.** `existsUnique_generator_iff` and `inverse_cayley_orthogonal` combine these three results. The second also replaces `ᴴ` by `ᵀ`, which is allowed because conjugation does nothing to real numbers.

**The way back.** `isUnit_one_sub` argues by contradiction. If the determinant of $1-K$ were zero, `exists_mulVec_eq_zero_iff` would supply a nonzero vector `v` with $Kv=v$. The step `e` is the chain $v^\dagger v=-v^\dagger v$, and `dotProduct_star_self_eq_zero` concludes that `v` is zero after all. With $1-K$ invertible, `cayleyRotation_spec` establishes the Cayley relation and reads its three conclusions from the earlier theorems.

**Determinant and example.** In `det_eq_one`, `ht` is the equality of the two determinants under transposition, and the nonzero factor $\det(1-K)$ is cancelled at the end. In `two_orbital_generator`, `e1` and `e2` are the two trigonometric identities derived above. Applying `generator_unique` reduces both conclusions to the Cayley relation, and `fin_cases` splits that relation into its four entries.
